# Quantised dipole of a neutral cell of integer point charges under a symmetry with det(M − 1) ≠ 0

A unit cell holds finitely many point ions with integer charges `q j` that sum to zero, at fractional positions `x j`, and its dipole is P = ∑ⱼ qⱼxⱼ. Suppose that an operation x ↦ Mx + t, with M an integer matrix, carries each ion to one of equal charge, up to a lattice vector, and permutes the ions of the cell. The theorem `dipole_quantised` states that if det(M − 1) ≠ 0, then every fractional component of P is an integer divided by det(M − 1). The proof takes from `dipole_symmetry` that (M − 1)P is an integer vector, and multiplies it by the adjugate of M − 1, which is again an integer matrix.

In Lean, a first try:

```lean
import Mathlib

open Matrix

namespace DipoleQuantised

/-- The lattice `Z^n` in fractional coordinates: the vectors whose components are all integers. -/
def lattice (n : Type*) : AddSubgroup (n → ℝ) where
  carrier := {v | ∀ i, ∃ k : ℤ, v i = (k : ℝ)}
  add_mem' := fun {a b} ha hb i => by
    obtain ⟨k, hk⟩ := ha i
    obtain ⟨l, hl⟩ := hb i
    exact ⟨k + l, by simp [hk, hl]⟩
  zero_mem' := fun i => ⟨0, by simp⟩
  neg_mem' := fun {a} ha i => by
    obtain ⟨k, hk⟩ := ha i
    exact ⟨-k, by simp [hk]⟩

/-- The dipole `P = ∑ q_j x_j` of a unit cell with integer charges `q_j` at the fractional
positions `x_j`. -/
def dipole {ι n : Type*} [Fintype ι] (q : ι → ℤ) (x : ι → n → ℝ) : n → ℝ :=
  ∑ j, q j • x j

/-- The operation `x ↦ R x + t` carries each ion `j` of the cell to ion `p j`, up to a lattice
vector, and the two ions have the same charge. -/
structure IsSymmetry {ι n : Type*} [Fintype n] (q : ι → ℤ) (x : ι → n → ℝ)
    (R : Matrix n n ℝ) (t : n → ℝ) (p : Equiv.Perm ι) : Prop where
  charge : ∀ j, q (p j) = q j
  position : ∀ j, x (p j) - (R *ᵥ x j + t) ∈ lattice n

variable {ι n : Type*} [Fintype ι]

variable [Fintype n] [DecidableEq n]

/-- For a neutral cell with integer charges and a symmetry `x ↦ R x + t` of the crystal,
`(R - 1) P` is a lattice vector. -/
theorem dipole_symmetry {q : ι → ℤ} {x : ι → n → ℝ} {R : Matrix n n ℝ} {t : n → ℝ}
    {p : Equiv.Perm ι} (h : IsSymmetry q x R t p) (hq : ∑ j, q j = 0) :
    (R - 1) *ᵥ dipole q x ∈ lattice n := by
  -- relabelling the ions leaves the dipole unchanged
  have hperm : ∑ j, q j • x (p j) = dipole q x := by
    unfold dipole
    rw [← Equiv.sum_comp p (fun j => q j • x j)]
    exact Finset.sum_congr rfl fun j _ => by rw [h.charge j]
  have hR : ∑ j, q j • (R *ᵥ x j) = R *ᵥ dipole q x := by
    symm
    change R.mulVecLin (∑ j, q j • x j) = ∑ j, q j • R.mulVecLin (x j)
    rw [map_sum]
    exact Finset.sum_congr rfl fun j _ => map_zsmul _ _ _
  -- neutrality removes the translation
  have ht : ∑ j, q j • t = 0 := by rw [← Finset.sum_smul, hq, zero_smul]
  have hsum : ∑ j, q j • (x (p j) - (R *ᵥ x j + t)) = dipole q x - R *ᵥ dipole q x := by
    simp only [smul_sub, smul_add, Finset.sum_sub_distrib, Finset.sum_add_distrib,
      hperm, hR, ht, add_zero]
  have e : (R - 1) *ᵥ dipole q x = -∑ j, q j • (x (p j) - (R *ᵥ x j + t)) := by
    rw [hsum, Matrix.sub_mulVec, Matrix.one_mulVec, neg_sub]
  rw [e]
  exact neg_mem (sum_mem fun j _ => zsmul_mem (h.position j) (q j))

/-- For a neutral crystal with integer charges and a symmetry whose integer matrix `M` satisfies
`det (M - 1) ≠ 0`, the dipole is an integer vector divided by `det (M - 1)`. -/
theorem dipole_quantised {q : ι → ℤ} {x : ι → n → ℝ} {M : Matrix n n ℤ} {t : n → ℝ}
    {p : Equiv.Perm ι} (h : IsSymmetry q x ((Int.castRingHom ℝ).mapMatrix M) t p)
    (hq : ∑ j, q j = 0) (hM : (M - 1).det ≠ 0) :
    ∃ m : n → ℤ, ∀ i, dipole q x i = (m i : ℝ) / ((M - 1).det : ℝ) := by
  have hP := dipole_symmetry h hq
  rw [← map_one (Int.castRingHom ℝ).mapMatrix, ← map_sub] at hP
  generalize M - 1 = A at hP hM ⊢
  have hP' : ∀ i, ∃ k : ℤ,
      ((Int.castRingHom ℝ).mapMatrix A *ᵥ dipole q x) i = (k : ℝ) := hP
  choose m hm using hP'
  -- the adjugate of an integer matrix is again an integer matrix
  have hadj : (Int.castRingHom ℝ).mapMatrix A.adjugate * (Int.castRingHom ℝ).mapMatrix A
      = (A.det : ℝ) • (1 : Matrix n n ℝ) := by
    rw [← map_mul, Matrix.adjugate_mul]
    ext i j
    by_cases hij : i = j <;> simp [Matrix.one_apply, hij]
  have hdet : (A.det : ℝ) • dipole q x
      = (Int.castRingHom ℝ).mapMatrix A.adjugate *ᵥ (fun i => (m i : ℝ)) := by
    rw [← funext hm, Matrix.mulVec_mulVec, hadj, Matrix.smul_mulVec, Matrix.one_mulVec]
  refine ⟨A.adjugate *ᵥ m, fun i => ?_⟩
  have hA : (A.det : ℝ) ≠ 0 := Int.cast_ne_zero.mpr hM
  have hi := congrFun hdet i
  have hc : ((Int.castRingHom ℝ).mapMatrix A.adjugate *ᵥ (fun i => (m i : ℝ))) i
      = (((A.adjugate *ᵥ m) i : ℤ) : ℝ) := by
    simp [Matrix.mulVec, dotProduct]
  rw [hc, Pi.smul_apply, smul_eq_mul] at hi
  rw [eq_div_iff hA, mul_comm]
  exact hi

end DipoleQuantised
```

Messages:

```
Main.lean:74:44: error: unsolved goals
case pos
ι : Type u_1
n : Type u_2
inst✝² : Fintype ι
inst✝¹ : Fintype n
inst✝ : DecidableEq n
q : ι → ℤ
x : ι → n → ℝ
M : Matrix n n ℤ
t : n → ℝ
p : Equiv.Perm ι
h : IsSymmetry q x ((Int.castRingHom ℝ).mapMatrix M) t p
hq : ∑ j, q j = 0
A : Matrix n n ℤ
hP : (Int.castRingHom ℝ).mapMatrix A *ᵥ dipole q x ∈ lattice n
hM : A.det ≠ 0
m : n → ℤ
hm : ∀ (i : n), ((Int.castRingHom ℝ).mapMatrix A *ᵥ dipole q x) i = ↑(m i)
i j : n
hij : i = j
⊢ ↑A.det j j = ↑A.det

case neg
ι : Type u_1
n : Type u_2
inst✝² : Fintype ι
inst✝¹ : Fintype n
inst✝ : DecidableEq n
q : ι → ℤ
x : ι → n → ℝ
M : Matrix n n ℤ
t : n → ℝ
p : Equiv.Perm ι
h : IsSymmetry q x ((Int.castRingHom ℝ).mapMatrix M) t p
hq : ∑ j, q j = 0
A : Matrix n n ℤ
hP : (Int.castRingHom ℝ).mapMatrix A *ᵥ dipole q x ∈ lattice n
hM : A.det ≠ 0
m : n → ℤ
hm : ∀ (i : n), ((Int.castRingHom ℝ).mapMatrix A *ᵥ dipole q x) i = ↑(m i)
i j : n
hij : ¬i = j
⊢ ↑A.det i j = 0
Main.lean:77:35: warning: This simp argument is unused:
  Matrix.one_apply

Hint: Omit it from the simp argument list.
  [apply] simp [hij]

Note: This linter can be disabled with `set_option linter.unusedSimpArgs false`
```

Diagnosis. The error is in `hadj`, which says that the adjugate of `A` times `A`, both cast to real matrices, is `A.det` times the identity. After `ext i j`, `simp` has to compare entries, but it leaves `↑A.det j j = ↑A.det` on the diagonal and `↑A.det i j = 0` off it. On the left of both goals `↑A.det` is the determinant cast to a whole matrix, of which an entry is then taken. `simp` had turned the integer multiple of the identity into this cast, and did not go on to evaluate its entries. The warning says that `Matrix.one_apply` was unused, so it did not help here.

The repair first runs a `simp only` whose lemmas take the entry through the map and the scalar multiple, and write the entry of the identity as an `if` on `i = j`. The matrix cast then never arises, and in each case `simp [hij]` has only an equation between numbers to settle. `Matrix.one_apply` has moved to the `simp only`, so the last `simp` no longer needs it.

This version goes through:

```diff
@@ -75,5 +75,7 @@
     rw [← map_mul, Matrix.adjugate_mul]
     ext i j
-    by_cases hij : i = j <;> simp [Matrix.one_apply, hij]
+    simp only [RingHom.mapMatrix_apply, Matrix.map_apply, Matrix.smul_apply,
+      Matrix.one_apply, smul_eq_mul]
+    by_cases hij : i = j <;> simp [hij]
   have hdet : (A.det : ℝ) • dipole q x
       = (Int.castRingHom ℝ).mapMatrix A.adjugate *ᵥ (fun i => (m i : ℝ)) := by
```
